# The mean position of a normalised Gaussian density is its centre

For real `a > 0` and any real centre `m`, `cloud_moments` concerns the one-dimensional density √(2a/π) exp(−2a(x − m)²). It states that this density is integrable with total weight 1, and that x times the density is integrable with integral `m`, so the mean position is `m`. The proof gets the total weight from the standard Gaussian integral by translation. For the mean it writes x as (x − m) + m: the first part should integrate to zero by parity, and the second gives `m` times the total weight.

As first written in Lean, the proof fails:

```lean
import Mathlib

open MeasureTheory Filter
open scoped Real Topology

namespace GaussianLinearDependence

noncomputable section

/-- The Gaussian density with exponent `2a` centred at `m`. -/
def cloud (a m x : ℝ) : ℝ := √(2 * a / π) * Real.exp (-(2 * a) * (x - m) ^ 2)

/-- The density at `m` is integrable with total weight 1, and its mean position is `m`. -/
theorem cloud_moments {a : ℝ} (ha : 0 < a) (m : ℝ) :
    (Integrable (cloud a m) ∧ ∫ x, cloud a m x = 1) ∧
    (Integrable (fun x => x * cloud a m x) ∧ ∫ x, x * cloud a m x = m) := by
  have hb : 0 < 2 * a := by positivity
  have hC : √(2 * a / π) * √(π / (2 * a)) = 1 := by
    have h : 2 * a / π * (π / (2 * a)) = 1 := by field_simp
    rw [← Real.sqrt_mul (by positivity), h, Real.sqrt_one]
  have e0 : Integrable (cloud a m) :=
    ((integrable_exp_neg_mul_sq hb).comp_sub_right m).const_mul (√(2 * a / π))
  have v0 : ∫ x, cloud a m x = 1 := by
    have h : ∫ x : ℝ, Real.exp (-(2 * a) * (x - m) ^ 2) = √(π / (2 * a)) :=
      (integral_sub_right_eq_self (fun x : ℝ => Real.exp (-(2 * a) * x ^ 2)) m).trans
        (integral_gaussian (2 * a))
    simp only [cloud]
    rw [integral_const_mul, h, hC]
  -- the first moment about the centre vanishes by parity
  have odd : ∫ y : ℝ, y * Real.exp (-(2 * a) * y ^ 2) = 0 := by
    have h : ∫ y : ℝ, (-y) * Real.exp (-(2 * a) * (-y) ^ 2)
        = ∫ y : ℝ, y * Real.exp (-(2 * a) * y ^ 2) :=
      integral_neg_eq_self (fun y : ℝ => y * Real.exp (-(2 * a) * y ^ 2)) volume
    simp only [neg_sq, neg_mul y, neg_mul _ (Real.exp _), integral_neg] at h
    linarith
  have h1 : ∫ x : ℝ, (x - m) * Real.exp (-(2 * a) * (x - m) ^ 2) = 0 :=
    (integral_sub_right_eq_self (fun y : ℝ => y * Real.exp (-(2 * a) * y ^ 2)) m).trans odd
  have hs : (fun x => x * cloud a m x) = fun x =>
      √(2 * a / π) * ((x - m) * Real.exp (-(2 * a) * (x - m) ^ 2)) + m * cloud a m x := by
    funext x; simp only [cloud]; ring
  have j1 : Integrable (fun x : ℝ =>
      √(2 * a / π) * ((x - m) * Real.exp (-(2 * a) * (x - m) ^ 2))) :=
    ((integrable_mul_exp_neg_mul_sq hb).comp_sub_right m).const_mul _
  refine ⟨⟨e0, v0⟩, ?_, ?_⟩
  · rw [hs]; exact j1.add (e0.const_mul m)
  · rw [hs, integral_add j1 (e0.const_mul m), integral_const_mul, integral_const_mul, h1, v0]
    ring

end

end GaussianLinearDependence
```

The compiler's answer:

```
Main.lean:34:31: error(lean.unknownIdentifier): Unknown identifier `y`
```

Diagnosis. The error is one of scope, in the parity step. In `neg_mul y`, given to `simp only`, the name `y` is meant to be the integration variable of `h`. That variable is bound inside the integrals and does not exist outside them, so Lean reports an unknown identifier.

The repair replaces the `simp only` call with a separate equation, `h'`, which says that the integral with `y` replaced by `-y` is minus the original integral. In its proof, `rw [← integral_neg]` moves the minus sign inside the integral, and `congr 1` reduces the goal to an equality of integrands. `funext y` then introduces a real local variable `y`, `neg_sq` removes the sign inside the square, and `ring` closes the goal.

The hypothesis `h`, now left unchanged, says that the same reflected integral equals the original. From `h` and `h'`, `linarith` concludes that the original integral is zero.

After these edits no error is left:

```diff
@@ -32,5 +32,11 @@
         = ∫ y : ℝ, y * Real.exp (-(2 * a) * y ^ 2) :=
       integral_neg_eq_self (fun y : ℝ => y * Real.exp (-(2 * a) * y ^ 2)) volume
-    simp only [neg_sq, neg_mul y, neg_mul _ (Real.exp _), integral_neg] at h
+    have h' : ∫ y : ℝ, (-y) * Real.exp (-(2 * a) * (-y) ^ 2)
+        = -∫ y : ℝ, y * Real.exp (-(2 * a) * y ^ 2) := by
+      rw [← integral_neg]
+      congr 1
+      funext y
+      rw [neg_sq]
+      ring
     linarith
   have h1 : ∫ x : ℝ, (x - m) * Real.exp (-(2 * a) * (x - m) ^ 2) = 0 :=
```
